# The partition function of a one-dimensional quantum harmonic oscillator is 1/(2 sinh(βħω/2))

For a single harmonic oscillator with levels ħω(n + 1/2), n = 0, 1, 2, …, at positive temperature, write x = βħω > 0. The theorem `hasSum_boltzmann` states that the Boltzmann factors exp(−x(n + 1/2)), summed over all n, converge to 1/(2 sinh(x/2)). The levels are put in by hand, not derived from a Hamiltonian. The attempt takes out the zero-point factor exp(−x/2), sums the remaining geometric series of ratio exp(−x), and rewrites the result as the hyperbolic sine formula. It then matches the series with the stated one term by term.

In Lean, a first try:

```lean
import Mathlib

open Real Filter Topology

namespace HasSumBoltzmann

noncomputable section

/-- For `x > 0` the Boltzmann factors of the oscillator levels sum to `1 / (2 sinh (x/2))`. -/
theorem hasSum_boltzmann {x : ℝ} (hx : 0 < x) :
    HasSum (fun n : ℕ => exp (-(x * (n + 1 / 2)))) (1 / (2 * sinh (x / 2))) := by
  have hr : exp (-x) < 1 := Real.exp_lt_one (by linarith)
  have h := (hasSum_geometric_of_lt_one (exp_pos (-x)).le hr).mul_left (exp (-(x / 2)))
  have hval : exp (-(x / 2)) * (1 - exp (-x))⁻¹ = 1 / (2 * sinh (x / 2)) := by
    have hs : 0 < sinh (x / 2) := Real.sinh_pos_iff.2 (by linarith)
    have ha : exp (-(x / 2)) ≠ 0 := (exp_pos _).ne'
    have h1 : exp (-(x / 2)) * exp (x / 2) = 1 := by
      rw [← Real.exp_add]; simp
    have h2 : exp (-x) = exp (-(x / 2)) * exp (-(x / 2)) := by
      rw [← Real.exp_add]; congr 1; ring
    have h3 : 1 - exp (-x) = exp (-(x / 2)) * (2 * sinh (x / 2)) := by
      rw [h2, Real.sinh_eq]; linear_combination -h1
    rw [h3, mul_inv, ← mul_assoc, mul_inv_cancel₀ ha, one_mul, one_div]
  rw [hval] at h
  refine h.congr_fun ?_
  intro n
  rw [← Real.exp_nat_mul, ← Real.exp_add]
  congr 1
  ring

end

end HasSumBoltzmann
```

Messages:

```
Main.lean:12:28: error(lean.unknownIdentifier): Unknown constant `Real.exp_lt_one`
```

The message says that Lean knows no constant called `Real.exp_lt_one`. The fault is in the name, not in the mathematics: the line is meant to prove exp(−x) < 1, which is true for x > 0 and is what `hasSum_geometric_of_lt_one` needs for the geometric series to converge.

The repair uses `Real.exp_lt_one_iff`, which does exist. It is an equivalence, so `.2` picks the direction that leads from −x < 0 to exp(−x) < 1. The inequality −x < 0 is supplied by `linarith` from `hx`, as before.

The change at the end of the proof answers no message and is, as far as the messages show, mere tidying. Instead of passing the termwise equality to `h.congr_fun`, the new text first proves with `funext` that the two functions of n are equal, using the same rewrites, `congr 1` and `ring`. It then rewrites the goal with that equality, `hf`, and closes it with `h`.

After these edits no error is left:

```diff
@@ -10,5 +10,5 @@
 theorem hasSum_boltzmann {x : ℝ} (hx : 0 < x) :
     HasSum (fun n : ℕ => exp (-(x * (n + 1 / 2)))) (1 / (2 * sinh (x / 2))) := by
-  have hr : exp (-x) < 1 := Real.exp_lt_one (by linarith)
+  have hr : exp (-x) < 1 := Real.exp_lt_one_iff.2 (by linarith)
   have h := (hasSum_geometric_of_lt_one (exp_pos (-x)).le hr).mul_left (exp (-(x / 2)))
   have hval : exp (-(x / 2)) * (1 - exp (-x))⁻¹ = 1 / (2 * sinh (x / 2)) := by
@@ -23,9 +23,13 @@
     rw [h3, mul_inv, ← mul_assoc, mul_inv_cancel₀ ha, one_mul, one_div]
   rw [hval] at h
-  refine h.congr_fun ?_
-  intro n
-  rw [← Real.exp_nat_mul, ← Real.exp_add]
-  congr 1
-  ring
+  -- the Boltzmann factors form a geometric sequence
+  have hf : (fun n : ℕ => exp (-(x * (n + 1 / 2)))) =
+      fun n : ℕ => exp (-(x / 2)) * exp (-x) ^ n := by
+    funext n
+    rw [← Real.exp_nat_mul, ← Real.exp_add]
+    congr 1
+    ring
+  rw [hf]
+  exact h
 
 end
```
